# For a fixed distribution of electron pairs, each U between zero and the bare Coulomb value fixes one Yukawa screening constant

Let electron pairs ω carry a nonnegative weight μ and have distance d(ω). Their Yukawa-screened interaction is

W(k) = ∫ exp(−k d(ω))/d(ω) dμ(ω).

If μ is nonzero, d is positive almost everywhere and the bare value B = ∫ 1/d dμ is finite, then for every U with 0 < U < B there is exactly one k > 0 with W(k) = U. For two thin shells of radii 0 < r < s, averaged over relative direction, the bare value is 1/s.

In a DFT+U model whose direct interaction is screened by a one-parameter Yukawa potential, with the orbitals held fixed, a prescribed U in this range therefore determines the parameter.

## The interaction and the pair weight

```lean
import Mathlib

open MeasureTheory Set Filter Topology

namespace YukawaHubbardScreening

noncomputable section
```

These lines load Mathlib, Lean's mathematical library, and give short access to its names for measures, sets and limits.

```lean
/-- The Yukawa interaction `exp(-k x)/x` of two unit charges at distance `x > 0`,
with screening constant `k`. -/
def yukawa (k x : ℝ) : ℝ := Real.exp (-(k * x)) / x
```

A definition lists its arguments with their types, then the type of the result, then the formula. Here `yukawa k x` is the real number exp(−kx)/x. The charges are unit charges and the Coulomb prefactor is 1, as in Hartree atomic units, where k is an inverse length in bohr⁻¹.

```lean
/-- The screened Hubbard interaction: the Yukawa interaction integrated over electron pairs `ω`
with weight `μ` and distance `d ω`, where `d` is positive almost everywhere. -/
def screenedU {Ω : Type*} [MeasurableSpace Ω] (μ : Measure Ω) (d : Ω → ℝ) (k : ℝ) : ℝ :=
  ∫ ω, yukawa k (d ω) ∂μ
```

This is W(k). The type `Ω` is the space of electron pairs, `μ` their weight and `d` the distance function. For two orbitals, Ω would be the space of position pairs (r₁, r₂), μ the product of the two orbital densities, and d = |r₁ − r₂|. Since a measure is nonnegative, this describes direct density-density integrals and not exchange integrals with sign-changing pair densities. The weight also does not depend on k, so orbital relaxation is absent from the model.

```lean
/-- The distance between two points at radii `r` and `s` whose directions enclose an angle
with cosine `x` in `[-1, 1]`. -/
def shellDist (r s x : ℝ) : ℝ := Real.sqrt (r ^ 2 + s ^ 2 - 2 * r * s * x)
```

By the law of cosines, two points at radii r and s whose directions enclose an angle with cosine x have distance

D(x) = √(r² + s² − 2rsx).

```lean
/-- The Yukawa interaction averaged over the relative direction of two points at
distinct positive radii `r` and `s`. -/
def shellU (r s k : ℝ) : ℝ := (1 / 2) * ∫ x in (-1 : ℝ)..1, yukawa k (shellDist r s x)
```

A uniformly distributed relative direction makes x uniform on [−1, 1]. The factor 1/2 normalises the average, which I call A(k):

A(k) = ½ ∫₋₁¹ exp(−k D(x))/D(x) dx.

## The bare interaction as a bound

```lean
/-- At positive distance and for `k ≥ 0`, the Yukawa interaction is at most the bare Coulomb
interaction in magnitude. -/
theorem norm_yukawa_le {k x : ℝ} (hk : 0 ≤ k) (hx : 0 < x) : ‖yukawa k x‖ ≤ x⁻¹ := by
  have hpos : 0 ≤ yukawa k x := div_nonneg (Real.exp_pos _).le hx.le
  have hexp : Real.exp (-(k * x)) ≤ 1 :=
    Real.exp_le_one_iff.2 (neg_nonpos.2 (mul_nonneg hk hx.le))
  rw [Real.norm_of_nonneg hpos, yukawa, div_eq_mul_inv]
  exact mul_le_of_le_one_left (inv_nonneg.2 hx.le) hexp
```

In a theorem, the hypotheses stand before the last main colon, the claim after it, and the proof after `:=`. For k ≥ 0 and x > 0 the exponential lies between 0 and 1, so

0 ≤ exp(−kx)/x ≤ 1/x.

The proof establishes positivity, removes the absolute value, and multiplies exp(−kx) ≤ 1 by 1/x.

```lean
section General

variable {Ω : Type*} [MeasurableSpace Ω] {μ : Measure Ω} {d : Ω → ℝ}

/-- If pair distances are positive almost everywhere and the bare Coulomb integral converges,
then the Yukawa integral converges for every `k ≥ 0`. -/
theorem integrable_yukawa (hd : ∀ᵐ ω ∂μ, 0 < d ω) (hi : Integrable (fun ω => (d ω)⁻¹) μ)
    {k : ℝ} (hk : 0 ≤ k) : Integrable (fun ω => yukawa k (d ω)) μ := by
  -- the distance is measurable because its inverse is
  have hm : AEMeasurable d μ :=
    hi.aemeasurable.inv.congr (Eventually.of_forall fun ω => inv_inv (d ω))
  have hy : Measurable (yukawa k) := by
    show Measurable fun x : ℝ => Real.exp (-(k * x)) / x
    fun_prop
  exact hi.mono' (hy.comp_aemeasurable hm).aestronglyMeasurable
    (hd.mono fun ω h => norm_yukawa_le hk h)
```

The `variable` line declares an arbitrary pair space, weight and distance for the theorems that follow. The notation `∀ᵐ ω ∂μ, 0 < d ω` means that d is positive except on a set of pairs of zero weight: coinciding electrons do not contribute. `Integrable` for 1/d says that the unscreened repulsion is finite. Both are assumptions about the pair distribution.

The claim is that the integral for W(k) converges for every k ≥ 0. By hand this is comparison with 1/d, and `hi.mono'` carries out that comparison. It also needs measurability, which follows because d is the inverse of the measurable function 1/d. Convergence deserves its own theorem because Lean assigns the value 0 to a divergent integral.

## Stronger screening lowers the interaction

```lean
/-- For a nonzero pair weight, almost everywhere positive distances and a convergent bare Coulomb
integral, the screened interaction is strictly decreasing in `k ≥ 0`. -/
theorem strictAntiOn_screenedU (hμ : μ ≠ 0) (hd : ∀ᵐ ω ∂μ, 0 < d ω)
    (hi : Integrable (fun ω => (d ω)⁻¹) μ) : StrictAntiOn (screenedU μ d) (Ici 0) := by
  intro k hk l hl hkl
  have ik := integrable_yukawa hd hi hk
  have il := integrable_yukawa hd hi hl
  have hlt : ∀ᵐ ω ∂μ, 0 < yukawa k (d ω) - yukawa l (d ω) := hd.mono fun ω h =>
    sub_pos.2 (div_lt_div_of_pos_right
      (Real.exp_lt_exp.2 (neg_lt_neg (mul_lt_mul_of_pos_right hkl h))) h)
  have h0 : 0 ≤ᵐ[μ] fun ω => yukawa k (d ω) - yukawa l (d ω) := hlt.mono fun ω h => h.le
  have hpos : 0 < ∫ ω, (yukawa k (d ω) - yukawa l (d ω)) ∂μ := by
    refine lt_of_le_of_ne (integral_nonneg_of_ae h0) fun h => hμ ?_
    -- a vanishing integral would force the positive difference to vanish
    have hz := (integral_eq_zero_iff_of_nonneg_ae h0 (ik.sub il)).1 h.symm
    have hF : ∀ᵐ ω ∂μ, False := by
      filter_upwards [hlt, hz] with ω h1 h2
      exact h1.ne' h2
    exact ae_eq_bot.1 (eventually_false_iff_eq_bot.1 hF)
  rw [integral_sub ik il] at hpos
  exact sub_pos.1 hpos
```

`StrictAntiOn` means strictly decreasing on a set, and `Ici 0` is the interval [0, ∞). Take 0 ≤ k < l and set

g(ω) = exp(−k d(ω))/d(ω) − exp(−l d(ω))/d(ω).

Wherever d > 0 we have kd < ld, hence g > 0. So ∫ g dμ ≥ 0. If this integral were zero, the nonnegative function g would vanish almost everywhere. It would then be both positive and zero at almost every pair, which is possible only for μ = 0. Hence ∫ g dμ > 0, and splitting the integral gives W(k) > W(l).

In the code, `hlt` is the pointwise inequality, `hz` the vanishing of g under the contrary assumption, and `filter_upwards` combines the two almost-everywhere statements into the contradiction `False`. The last two lines split the integral.

```lean
/-- For almost everywhere positive distances and a convergent bare Coulomb integral, the screened
interaction is continuous in `k ≥ 0`, including the unscreened point `k = 0`. -/
theorem continuousOn_screenedU (hd : ∀ᵐ ω ∂μ, 0 < d ω)
    (hi : Integrable (fun ω => (d ω)⁻¹) μ) : ContinuousOn (screenedU μ d) (Ici 0) := by
  refine continuousOn_of_dominated (F := fun k ω => yukawa k (d ω))
    (fun k hk => (integrable_yukawa hd hi hk).aestronglyMeasurable)
    (fun k hk => hd.mono fun ω h => norm_yukawa_le hk h) hi
    (Eventually.of_forall fun ω => ?_)
  unfold yukawa
  fun_prop
```

Let k approach k₀ with both in [0, ∞). For each pair, exp(−kd)/d tends to exp(−k₀d)/d, and all these functions are bounded in magnitude by the integrable function 1/d. Dominated convergence gives W(k) → W(k₀). The endpoint k₀ = 0 is included, so the screened interaction joins continuously to the bare one.

The theorem `continuousOn_of_dominated` asks for measurability, the bound, its integrability and continuity in k for each pair. The tactic `fun_prop` supplies the last of these.

```lean
/-- For almost everywhere positive distances and a convergent bare Coulomb integral, the screened
interaction tends to zero as `k` tends to infinity. -/
theorem tendsto_screenedU (hd : ∀ᵐ ω ∂μ, 0 < d ω)
    (hi : Integrable (fun ω => (d ω)⁻¹) μ) : Tendsto (screenedU μ d) atTop (𝓝 0) := by
  have h := tendsto_integral_filter_of_dominated_convergence (μ := μ) (l := atTop)
    (F := fun k ω => yukawa k (d ω)) (f := fun _ => (0 : ℝ)) (fun ω => (d ω)⁻¹)
    ((eventually_ge_atTop (0 : ℝ)).mono fun k hk =>
      (integrable_yukawa hd hi hk).aestronglyMeasurable)
    ((eventually_ge_atTop (0 : ℝ)).mono fun k hk =>
      hd.mono fun ω h => norm_yukawa_le hk h) hi
    (hd.mono fun ω h => by
      have ht := (Real.tendsto_exp_neg_atTop_nhds_zero.comp
        (tendsto_id.atTop_mul_const h)).div_const (d ω)
      rw [zero_div] at ht
      exact ht)
  rw [integral_zero] at h
  exact h
```

`Tendsto … atTop (𝓝 0)` reads "tends to 0 as k → ∞". For a pair with d > 0, kd → ∞ and so exp(−kd)/d → 0. The bound 1/d holds once k ≥ 0, and dominated convergence gives

W(k) → ∫ 0 dμ = 0.

## One screening constant for each U

```lean
/-- For a nonzero pair weight, almost everywhere positive distances and a convergent bare Coulomb
integral, the screening constants `k > 0` correspond one to one to the interactions strictly
between zero and the bare Coulomb value. -/
theorem bijOn_screenedU (hμ : μ ≠ 0) (hd : ∀ᵐ ω ∂μ, 0 < d ω)
    (hi : Integrable (fun ω => (d ω)⁻¹) μ) :
    BijOn (screenedU μ d) (Ioi 0) (Ioo 0 (∫ ω, (d ω)⁻¹ ∂μ)) := by
  have hanti := strictAntiOn_screenedU hμ hd hi
  have h0 : screenedU μ d 0 = ∫ ω, (d ω)⁻¹ ∂μ := by simp [screenedU, yukawa]
  rw [← h0]
  refine ⟨fun k hk => ?_, hanti.injOn.mono Ioi_subset_Ici_self, fun U hU => ?_⟩
  · have hk' : 0 < k := hk
    have hnn : 0 ≤ screenedU μ d (k + 1) :=
      integral_nonneg_of_ae (hd.mono fun ω h => div_nonneg (Real.exp_pos _).le h.le)
    exact ⟨hnn.trans_lt (hanti (mem_Ici.2 hk'.le) (mem_Ici.2 (by linarith)) (by linarith)),
      hanti (mem_Ici.2 le_rfl) (mem_Ici.2 hk'.le) hk'⟩
  · -- strong screening brings the interaction below `U`; then use intermediate values
    obtain ⟨K, hKU, hK⟩ := (((tendsto_screenedU hd hi).eventually_lt_const hU.1).and
      (eventually_ge_atTop (0 : ℝ))).exists
    obtain ⟨k, hk, hkU⟩ := intermediate_value_Icc' hK
      ((continuousOn_screenedU hd hi).mono Icc_subset_Ici_self) ⟨hKU.le, hU.2.le⟩
    refine ⟨k, lt_of_le_of_ne hk.1 fun h => ?_, hkU⟩
    rw [← h] at hkU
    exact hU.2.ne hkU.symm

end General
```

`BijOn` states that W maps the first set one to one onto the second. `Ioi 0` is (0, ∞) and `Ioo` is an open interval, here (0, B). At k = 0 the exponential is 1, so W(0) = B; this is `h0`. Three things remain.

1. The values lie in the interval. For k > 0, strict decrease gives W(k) < W(0) = B. It also gives W(k) > W(k + 1) ≥ 0, so W(k) is positive.
2. Different k give different values, again by strict decrease.
3. Every U in (0, B) is reached. Since W tends to 0, there is a K ≥ 0 with W(K) < U. Since U < W(0) and W is continuous on [0, K], the intermediate value theorem gives a k in [0, K] with W(k) = U. This k is not 0, because W(0) = B ≠ U.

The `refine` line opens these three parts and settles the second immediately; the two bullets treat the first and third. The argument establishes that k exists and is unique, but gives no formula for it.

## Two spherical shells

```lean
/-- Points on two spheres of radii `0 < r < s` are a positive distance apart. -/
theorem shellDist_pos {r s x : ℝ} (hr : 0 < r) (hrs : r < s) (hx : x ≤ 1) :
    0 < shellDist r s x := by
  have h1 : 0 ≤ r * s * (1 - x) :=
    mul_nonneg (mul_pos hr (hr.trans hrs)).le (sub_nonneg.2 hx)
  have h2 : 0 < (s - r) ^ 2 := pow_pos (sub_pos.2 hrs) 2
  exact Real.sqrt_pos.2 (by nlinarith)
```

Completing the square gives

r² + s² − 2rsx = (s − r)² + 2rs(1 − x).

For 0 < r < s and x ≤ 1 the first term is positive and the second is nonnegative, so D(x) > 0. The facts `h2` and `h1` record these signs, and `nlinarith` assembles them.

```lean
/-- For radii `0 < r < s` the inverse distance is integrable over the cosine of the
relative angle. -/
theorem integrable_shell {r s : ℝ} (hr : 0 < r) (hrs : r < s) :
    IntervalIntegrable (fun x => (shellDist r s x)⁻¹) volume (-1) 1 := by
  have hc : Continuous (shellDist r s) := by
    unfold shellDist
    fun_prop
  refine (hc.continuousOn.inv₀ fun x hx => ?_).intervalIntegrable
  rw [uIcc_of_le (by norm_num)] at hx
  exact (shellDist_pos hr hrs hx.2).ne'
```

D is continuous and has no zero on [−1, 1]. Its inverse is therefore continuous on this closed interval, and so integrable. This verifies for the shells what the general theorems assumed. Shells of equal radius are left out: their points can touch, so 1/D is unbounded and this continuity argument does not apply, although the integral still converges.

```lean
/-- For radii `0 < r < s` the angular average of the bare Coulomb interaction is `1/s`. -/
theorem bare_shell_average {r s : ℝ} (hr : 0 < r) (hrs : r < s) :
    (1 / 2) * ∫ x in (-1 : ℝ)..1, (shellDist r s x)⁻¹ = 1 / s := by
  have hs : 0 < s := hr.trans hrs
  -- the distance itself, up to a factor, is an antiderivative
  have hderiv : ∀ x ∈ uIcc (-1 : ℝ) 1,
      HasDerivAt (fun y => -1 / (r * s) * shellDist r s y) (shellDist r s x)⁻¹ x := by
    intro x hx
    rw [uIcc_of_le (by norm_num)] at hx
    have hq : 0 < Real.sqrt (r ^ 2 + s ^ 2 - 2 * r * s * x) := shellDist_pos hr hrs hx.2
    have h1 : HasDerivAt (fun y => r ^ 2 + s ^ 2 - 2 * r * s * y) (-(2 * r * s)) x :=
      (((hasDerivAt_id' x).const_mul (2 * r * s)).const_sub (r ^ 2 + s ^ 2)).congr_deriv
        (by ring)
    refine ((h1.sqrt (Real.sqrt_pos.1 hq).ne').const_mul (-1 / (r * s))).congr_deriv ?_
    unfold shellDist
    have hq' := hq.ne'
    field_simp
  have e1 : shellDist r s 1 = s - r := by
    rw [shellDist, show r ^ 2 + s ^ 2 - 2 * r * s * 1 = (s - r) ^ 2 by ring,
      Real.sqrt_sq (sub_pos.2 hrs).le]
  have e2 : shellDist r s (-1) = s + r := by
    rw [shellDist, show r ^ 2 + s ^ 2 - 2 * r * s * (-1) = (s + r) ^ 2 by ring,
      Real.sqrt_sq (add_pos hs hr).le]
  rw [intervalIntegral.integral_eq_sub_of_hasDerivAt hderiv (integrable_shell hr hrs), e1, e2]
  field_simp
  ring
```

Differentiating the square root gives

D′(x) = −2rs/(2D(x)) = −rs/D(x),

so −D(x)/(rs) is an antiderivative of 1/D(x). At the ends, D(1) = s − r and D(−1) = s + r, where the first uses r < s. Therefore

½ ∫₋₁¹ dx/D(x) = [D(−1) − D(1)]/(2rs) = [(s + r) − (s − r)]/(2rs) = 1/s.

Only the outer radius survives. In the code, `hderiv` is the derivative, `e1` and `e2` are the end values, and the closing `field_simp` and `ring` do the algebra.

```lean
/-- For radii `0 < r < s`, each interaction `U` strictly between `0` and `1/s` is the angular
average of the Yukawa interaction for exactly one screening constant `k > 0`. -/
theorem existsUnique_shell_screening {r s U : ℝ} (hr : 0 < r) (hrs : r < s)
    (hU : 0 < U) (hUs : U < 1 / s) : ∃! k : ℝ, 0 < k ∧ shellU r s k = U := by
  have hμ : (volume.restrict (Ioc (-1 : ℝ) 1)) ≠ 0 := by
    rw [Ne, Measure.restrict_eq_zero, Real.volume_Ioc]
    norm_num
  have hB := bijOn_screenedU hμ
    (ae_restrict_of_forall_mem measurableSet_Ioc fun x hx => shellDist_pos hr hrs hx.2)
    (integrable_shell hr hrs).1
  have hb := bare_shell_average hr hrs
  rw [intervalIntegral.integral_of_le (by norm_num)] at hb
  have hS : ∀ k, shellU r s k =
      1 / 2 * screenedU (volume.restrict (Ioc (-1 : ℝ) 1)) (shellDist r s) k := fun k => by
    rw [shellU, intervalIntegral.integral_of_le (by norm_num), screenedU]
  -- the cosine interval has length two, hence the value `2 U`
  obtain ⟨k, hk, hkU⟩ := hB.surjOn (show 2 * U ∈ Ioo 0 _ from ⟨by linarith, by linarith⟩)
  refine ⟨k, ⟨hk, by rw [hS, hkU]; ring⟩, fun l hl => hB.injOn hl.1 hk ?_⟩
  have hlU := hl.2
  rw [hS] at hlU
  linarith

end

end YukawaHubbardScreening
```

`∃! k` means "there is exactly one k such that". The theorem says that for 0 < r < s and 0 < U < 1/s, exactly one k > 0 satisfies A(k) = U.

To apply the general result, take the pair space to be the real line and μ to be ordinary length restricted to (−1, 1], written `volume.restrict (Ioc (-1 : ℝ) 1)`. Omitting one endpoint does not affect the integral. This weight has total 2, not 1, so

W(k) = 2A(k) and B = 2/s.

The condition A(k) = U becomes W(k) = 2U, and 0 < U < 1/s becomes 0 < 2U < B. The bijection `hB` then supplies k through `hB.surjOn`. If l > 0 also satisfies A(l) = U, then W(l) = W(k), and `hB.injOn` gives l = k.

```lean
#print axioms YukawaHubbardScreening.bijOn_screenedU
#print axioms YukawaHubbardScreening.existsUnique_shell_screening
```

```
'YukawaHubbardScreening.bijOn_screenedU' depends on axioms: [propext, Classical.choice, Quot.sound]
'YukawaHubbardScreening.existsUnique_shell_screening' depends on axioms: [propext, Classical.choice, Quot.sound]
```
